# For a constant phase shift between 0 and π, the overlap determinant of N equally spaced levels tends to zero as N grows

An X-ray photon ejects a core electron from a metal, and the conduction electrons suddenly feel the attraction of the core hole. In the simplest picture, where no bound state splits off, each one-electron level moves only slightly, by a fraction of the level spacing. How much of the old Fermi sea survives in the new one? For N non-interacting electrons of one spin, each sea is a single Slater determinant, and their overlap is the determinant of the N by N matrix of overlaps between occupied orbitals.

Take equally spaced levels and a phase shift πa that is the same for all of them, with 0 < a < 1. In units of the spacing, the unshifted levels lie at j and the shifted ones at i + a, where i and j run from 0 to N − 1. The overlap matrix is

S_ij = sin(πa) / (π(i − j + a)).

The denominator is π times the signed difference between the two level positions. The prefactor normalises the orbitals: on a ladder of levels that is infinite in both directions, the squares in each row add up to one. This matrix is the model's starting point and is not derived here from a Hamiltonian. Levels at i + a have moved up, as for a repulsion. The attraction of a core hole moves them down, to i − a; replacing a by −a in the matrix only transposes it, so the determinant is the same.

```lean
import Mathlib

open Real Filter Topology

namespace EdgeSingularityOverlap

noncomputable section
```

In Lean the matrix is `overlap a N`. Its entries are real, and its index type `Fin N` also counts from 0.

```lean
/-- Overlap matrix of `N` levels with phase shift `π a`, for non-integer `a`. -/
def overlap (a : ℝ) (N : ℕ) : Matrix (Fin N) (Fin N) ℝ :=
  Matrix.of fun i j => sin (π * a) / (π * ((i : ℝ) - (j : ℝ) + a))
```

Two abbreviations will be needed. The first is the diagonal entry, the overlap of a level with its own shifted partner:

s = sin(πa) / (πa).

```lean
/-- The diagonal overlap `sin (π a) / (π a)` of a level with its shifted partner, for `a ≠ 0`. -/
def diagOverlap (a : ℝ) : ℝ := sin (π * a) / (π * a)
```

The second is a product over level distances, with P_0 = 1:

P_N = ∏_{1≤m≤N} (1 − a²/m²).

The code runs over k = m − 1, starting from 0.

```lean
/-- The product of `1 - a² / m²` over the level distances `m = 1, ..., N`. -/
def levelProduct (a : ℝ) (N : ℕ) : ℝ :=
  ∏ k ∈ Finset.range N, (1 - a ^ 2 / ((k : ℝ) + 1) ^ 2)
```

Write D_N for the determinant of the N by N matrix, with D_0 = 1 for the empty one. In every part, 0 < a < 1; these are the hypotheses `h0` and `h1`.

## (a) Shifted and unshifted levels never coincide

**Task.** Show that no denominator in the matrix vanishes: for all natural numbers i and j,

i − j + a ≠ 0.

**Solution.** If j ≤ i, the left side is at least a, which is positive. If j > i, then j ≥ i + 1, and the left side is at most a − 1, which is negative. The Lean proof splits into the same two cases.

```lean
/-- For `0 < a < 1` no shifted level coincides with an unshifted one. -/
lemma gap_ne_zero {a : ℝ} (h0 : 0 < a) (h1 : a < 1) (i j : ℕ) : (i : ℝ) - j + a ≠ 0 := by
  rcases le_or_gt j i with h | h
  · have h' : (j : ℝ) ≤ i := by exact_mod_cast h
    linarith
  · have h' : (i : ℝ) + 1 ≤ j := by exact_mod_cast h
    intro h2
    linarith
```

## (b) Adding one level

**Task.** Eliminate the first column of the matrix of size N + 1 and show that

D_{N+1} = D_N · s / P_N.

**Solution.** Let i and j run from 0 to N − 1, so that i + 1 and j + 1 label the rows and columns after the first. From row i + 1 subtract a/(i + 1 + a) times row 0. This leaves the determinant unchanged and clears the first column below its top entry, which is s. The remaining entries become

(sin(πa)/π) · [ 1/(i − j + a) + a/((i + 1 + a)(j + 1 − a)) ].

Over a common denominator, the numerator is

(i + 1 + a)(j + 1 − a) + a(i − j + a) = (i + 1)(j + 1),

so each remaining entry equals

(i + 1)/(i + 1 + a) · (j + 1)/(j + 1 − a) · S_ij.

This is the matrix of size N with rescaled rows and columns. The scale factors come out of the determinant, and together they give

∏_{0≤i<N} (i + 1)² / ((i + 1)² − a²) = 1/P_N.

Expanding along the first column supplies the factor s.

In the Lean proof, `T` is the matrix after the row operation, `hcol` states that its first column is cleared, `hblock` identifies the rescaled block, and `hprod` collects the scale factors. `Matrix.det_succ_column_zero` performs the expansion.

```lean
/-- Adding one level multiplies the determinant by the diagonal overlap divided by the
level product. -/
theorem det_succ {a : ℝ} (h0 : 0 < a) (h1 : a < 1) (N : ℕ) :
    (overlap a (N + 1)).det = (overlap a N).det * (diagOverlap a / levelProduct a N) := by
  have hpi := Real.pi_ne_zero
  obtain ⟨c, hc0, hcs⟩ : ∃ c : Fin (N + 1) → ℝ, c 0 = 0 ∧
      ∀ i : Fin N, c i.succ = a / ((i : ℝ) + 1 + a) :=
    ⟨Fin.cons 0 (fun i => a / ((i : ℝ) + 1 + a)), rfl, fun _ => rfl⟩
  obtain ⟨T, hT⟩ : ∃ T : Matrix (Fin (N + 1)) (Fin (N + 1)) ℝ, ∀ i j,
      T i j = overlap a (N + 1) i j - c i * overlap a (N + 1) 0 j :=
    ⟨Matrix.of fun i j => overlap a (N + 1) i j - c i * overlap a (N + 1) 0 j,
      fun _ _ => rfl⟩
  -- subtract multiples of the first row
  have hdet : (overlap a (N + 1)).det = T.det :=
    Matrix.det_eq_of_forall_row_eq_smul_add_const c 0 hc0 (fun i j => by
      rw [hT, hT, hc0]
      ring)
  have hp : ∀ i : Fin N, (i : ℝ) + 1 + a ≠ 0 := fun i => by positivity
  have hm : ∀ i : Fin N, (i : ℝ) + 1 - a ≠ 0 := fun i => by
    have : (0 : ℝ) ≤ (i : ℝ) := Nat.cast_nonneg _
    linarith
  have hcol : ∀ i : Fin N, T i.succ 0 = 0 := fun i => by
    have := hp i
    rw [hT, hcs]
    simp only [overlap, Matrix.of_apply, Fin.val_succ, Fin.val_zero, Nat.cast_add,
      Nat.cast_one, Nat.cast_zero, sub_zero, zero_add]
    field_simp
    ring
  have h00 : T 0 0 = diagOverlap a := by
    rw [hT, hc0]
    simp [overlap, diagOverlap]
  -- the remaining block is the smaller overlap matrix with rescaled rows and columns
  have hblock : T.submatrix Fin.succ Fin.succ = Matrix.of fun i j : Fin N =>
      ((i : ℝ) + 1) / ((i : ℝ) + 1 + a) * (Matrix.of fun i j : Fin N =>
        ((j : ℝ) + 1) / ((j : ℝ) + 1 - a) * overlap a N i j) i j := by
    ext i j
    have hi := hp i
    have hj := hm j
    have hg := gap_ne_zero h0 h1 i j
    rw [Matrix.submatrix_apply, hT, hcs]
    simp only [overlap, Matrix.of_apply, Fin.val_succ, Fin.val_zero, Nat.cast_add,
      Nat.cast_one, Nat.cast_zero]
    rw [show (i : ℝ) + 1 - ((j : ℝ) + 1) + a = (i : ℝ) - j + a by ring,
      show (0 : ℝ) - ((j : ℝ) + 1) + a = -((j : ℝ) + 1 - a) by ring, mul_neg, div_neg]
    field_simp
    ring
  have hprod : (∏ i : Fin N, ((i : ℝ) + 1) / ((i : ℝ) + 1 + a)) *
      (∏ i : Fin N, ((i : ℝ) + 1) / ((i : ℝ) + 1 - a)) = (levelProduct a N)⁻¹ := by
    rw [levelProduct, Finset.prod_range, ← Finset.prod_inv_distrib, ← Finset.prod_mul_distrib]
    refine Finset.prod_congr rfl fun i _ => ?_
    have hi := hp i
    have hj := hm i
    have hx : (i : ℝ) + 1 ≠ 0 := by positivity
    have e : 1 - a ^ 2 / ((i : ℝ) + 1) ^ 2
        = (((i : ℝ) + 1 + a) * ((i : ℝ) + 1 - a)) / ((i : ℝ) + 1) ^ 2 := by
      field_simp
      ring
    rw [e, inv_div, div_mul_div_comm, sq]
  rw [hdet, Matrix.det_succ_column_zero, Fin.sum_univ_succ,
    Finset.sum_eq_zero (fun i _ => by rw [hcol]; ring), Fin.succAbove_zero, hblock,
    Matrix.det_mul_column, Matrix.det_mul_row, h00, ← mul_assoc (∏ i : Fin N, _), hprod]
  simp only [Fin.val_zero, pow_zero]
  ring
```

## (c) The determinant in closed form

**Task.** Deduce that, for every N,

D_N = s^N · ∏_{1≤m<N} (1 − a²/m²)^(−(N−m)).

**Solution.** Use induction on N. For N = 0 both sides are 1. In the step from N to N + 1, part (b) contributes one more factor s and one more inverse factor (1 − a²/m²)⁻¹ for each m from 1 to N. For m < N this raises the power from N − m to N + 1 − m. If N ≥ 1, the distance m = N was absent before and now appears with power 1, as required.

The range 1 ≤ m < N is `Finset.Ico 1 N`. The step `hE` includes m = N with power zero, and `hF` then adds one inverse power to every factor.

```lean
/-- Closed form of the overlap determinant for `0 < a < 1`: the `N`-th power of the diagonal overlap
times a product over level distances. -/
theorem det_eq {a : ℝ} (h0 : 0 < a) (h1 : a < 1) (N : ℕ) :
    (overlap a N).det = diagOverlap a ^ N *
      ∏ m ∈ Finset.Ico 1 N, ((1 - a ^ 2 / (m : ℝ) ^ 2) ^ (N - m))⁻¹ := by
  induction N with
  | zero => simp
  | succ N ih =>
    have hP : levelProduct a N = ∏ m ∈ Finset.Ico 1 (N + 1), (1 - a ^ 2 / (m : ℝ) ^ 2) := by
      rw [Finset.prod_Ico_eq_prod_range, levelProduct]
      refine Finset.prod_congr (by simp) fun k _ => ?_
      rw [Nat.cast_add, Nat.cast_one, add_comm (k : ℝ) 1]
    have hE : ∏ m ∈ Finset.Ico 1 N, ((1 - a ^ 2 / (m : ℝ) ^ 2) ^ (N - m))⁻¹
        = ∏ m ∈ Finset.Ico 1 (N + 1), ((1 - a ^ 2 / (m : ℝ) ^ 2) ^ (N - m))⁻¹ := by
      rcases Nat.eq_zero_or_pos N with h | h
      · simp [h]
      · rw [Finset.prod_Ico_succ_top h]
        simp
    have hF : ∏ m ∈ Finset.Ico 1 (N + 1), ((1 - a ^ 2 / (m : ℝ) ^ 2) ^ (N + 1 - m))⁻¹
        = (∏ m ∈ Finset.Ico 1 (N + 1), ((1 - a ^ 2 / (m : ℝ) ^ 2) ^ (N - m))⁻¹)
          * (levelProduct a N)⁻¹ := by
      rw [hP, ← Finset.prod_inv_distrib, ← Finset.prod_mul_distrib]
      refine Finset.prod_congr rfl fun m hm => ?_
      have hm' := Finset.mem_Ico.mp hm
      rw [show N + 1 - m = (N - m) + 1 by omega, pow_succ, mul_inv]
    rw [det_succ h0 h1, ih, hE, hF]
    ring
```

## (d) The level product is positive

**Task.** Show that, for every N,

P_N > 0.

**Solution.** Since a < 1 ≤ m, each a²/m² is less than 1. Every factor is therefore positive, and so is their product; the empty product is 1.

```lean
/-- The level product is positive for `0 < a < 1`. -/
lemma levelProduct_pos {a : ℝ} (h0 : 0 < a) (h1 : a < 1) (N : ℕ) : 0 < levelProduct a N := by
  refine Finset.prod_pos fun k _ => ?_
  have hk : (0 : ℝ) ≤ k := Nat.cast_nonneg k
  rw [sub_pos, div_lt_one (by positivity)]
  nlinarith
```

## (e) The diagonal overlap is positive

**Task.** Show that

s > 0.

**Solution.** The angle πa lies strictly between 0 and π, where the sine is positive, and the denominator πa is positive too.

```lean
/-- The diagonal overlap is positive for `0 < a < 1`. -/
lemma diagOverlap_pos {a : ℝ} (h0 : 0 < a) (h1 : a < 1) : 0 < diagOverlap a :=
  div_pos (Real.sin_pos_of_pos_of_lt_pi (by positivity) (by nlinarith [Real.pi_pos]))
    (by positivity)
```

## (f) How much each new level costs

**Task.** Bound the factor from part (b):

s / P_N ≤ exp(−a²/(N + 1)).

**Solution.** Consider the sequence

R_n = P_n · exp(−a²/(n + 1)).

With x = n + 1, the ratio of successive terms is

R_{n+1}/R_n = (1 − a²/x²) · exp(a²/x − a²/(x + 1)).

The inequality 1 − u ≤ exp(−u), with u = a²/x², gives

R_{n+1}/R_n ≤ exp(−a² [1/x² − 1/x + 1/(x + 1)]) = exp(−a²/(x²(x + 1))) ≤ 1.

So R_n never increases. Euler's sine product,

sin(πa) = πa · ∏_{m≥1} (1 − a²/m²),

says that P_n tends to s. The exponential tends to 1, so R_n tends to s as well. A non-increasing sequence stays at or above its limit, hence s ≤ R_N, and dividing by P_N > 0 gives the claim.

In Lean, `hanti` is the monotonicity and `hprod` is the limit of P_n, obtained from Mathlib's `Real.tendsto_euler_sin_prod`.

```lean
/-- Upper bound on the factor by which one more level changes the determinant. -/
theorem ratio_le {a : ℝ} (h0 : 0 < a) (h1 : a < 1) (N : ℕ) :
    diagOverlap a / levelProduct a N ≤ exp (-(a ^ 2 * (1 / ((N : ℝ) + 1)))) := by
  have hanti : Antitone fun n : ℕ =>
      levelProduct a n * exp (-(a ^ 2 * (1 / ((n : ℝ) + 1)))) := by
    refine antitone_nat_of_succ_le fun n => ?_
    have hP := levelProduct_pos h0 h1 n
    rw [levelProduct, Finset.prod_range_succ, ← levelProduct, mul_assoc, Nat.cast_add,
      Nat.cast_one]
    refine mul_le_mul_of_nonneg_left ?_ hP.le
    obtain ⟨x, hx⟩ : ∃ x : ℝ, x = (n : ℝ) + 1 := ⟨_, rfl⟩
    have hx0 : 0 < x := by rw [hx]; positivity
    rw [← hx]
    have hd : 1 / x ^ 2 - (1 / x - 1 / (x + 1)) = 1 / (x ^ 2 * (x + 1)) := by
      field_simp
      ring
    have hd0 : 0 ≤ 1 / x ^ 2 - (1 / x - 1 / (x + 1)) := by rw [hd]; positivity
    have hf : 1 - a ^ 2 / x ^ 2 ≤ exp (-(a ^ 2 / x ^ 2)) := by
      linarith [Real.add_one_le_exp (-(a ^ 2 / x ^ 2))]
    refine (mul_le_mul_of_nonneg_right hf (exp_pos _).le).trans ?_
    rw [← Real.exp_add, Real.exp_le_exp, div_eq_mul_one_div (a ^ 2) (x ^ 2)]
    linarith [mul_nonneg (sq_nonneg a) hd0]
  -- Euler's sine product gives the limit of the level product
  have hpa : π * a ≠ 0 := by positivity
  have hprod : Tendsto (levelProduct a) atTop (𝓝 (diagOverlap a)) :=
    ((Real.tendsto_euler_sin_prod a).div_const (π * a)).congr fun n =>
      mul_div_cancel_left₀ _ hpa
  have hlim := (((tendsto_one_div_add_atTop_nhds_zero_nat (𝕜 := ℝ)).const_mul (a ^ 2)).neg).rexp
  rw [mul_zero, neg_zero, Real.exp_zero] at hlim
  have ht := hprod.mul hlim
  rw [mul_one] at ht
  rw [div_le_iff₀ (levelProduct_pos h0 h1 N), mul_comm]
  exact hanti.le_of_tendsto ht N
```

## (g) A power law from above

**Task.** Multiply these factors together to show that, for every N,

D_N ≤ (N + 1)^(−a²).

**Solution.** For N = 0 both sides are 1. Suppose the bound holds for N, and put x = N + 1. Parts (b) and (f) give

D_{N+1} ≤ x^(−a²) · exp(−a²/x),

where multiplying the two bounds is allowed because s/P_N is positive by (d) and (e). Since ln((x + 1)/x) ≤ 1/x,

exp(−a²/x) ≤ (x/(x + 1))^(a²).

The product is at most (x + 1)^(−a²) = (N + 2)^(−a²), which completes the induction. The Lean proof compares the same quantities after writing both powers as exponentials; `hl` is the logarithm inequality.

```lean
/-- The overlap determinant of `N` levels is at most `(N + 1)^(-a²)`. -/
theorem det_le {a : ℝ} (h0 : 0 < a) (h1 : a < 1) (N : ℕ) :
    (overlap a N).det ≤ ((N : ℝ) + 1) ^ (-a ^ 2) := by
  induction N with
  | zero => simp
  | succ N ih =>
    have hr := (div_pos (diagOverlap_pos h0 h1) (levelProduct_pos h0 h1 N)).le
    have hx : (0 : ℝ) < (N : ℝ) + 1 := by positivity
    rw [det_succ h0 h1, Nat.cast_add, Nat.cast_one]
    refine (mul_le_mul ih (ratio_le h0 h1 N) hr (Real.rpow_nonneg hx.le _)).trans ?_
    obtain ⟨x, hxd⟩ : ∃ x : ℝ, x = (N : ℝ) + 1 := ⟨_, rfl⟩
    rw [← hxd] at hx ⊢
    have hl := Real.log_le_sub_one_of_pos (show 0 < (x + 1) / x by positivity)
    rw [Real.log_div (by positivity) hx.ne',
      show (x + 1) / x - 1 = 1 / x by field_simp; ring] at hl
    rw [Real.rpow_def_of_pos hx, Real.rpow_def_of_pos (by positivity), ← Real.exp_add,
      Real.exp_le_exp]
    nlinarith [mul_nonneg (sq_nonneg a) (sub_nonneg.mpr hl)]
```

## (h) The two Fermi seas become orthogonal

**Task.** Conclude that, for every N ≥ 1,

0 < D_N ≤ N^(−a²),

and that

D_N → 0 as N → ∞.

**Solution.** Positivity follows by induction: D_0 = 1, and each step multiplies by the positive number s/P_N. Because the exponent −a² is not positive, (N + 1)^(−a²) ≤ N^(−a²), so part (g) gives the upper bound. Finally, D_N lies between 0 and (N + 1)^(−a²), which tends to zero because a² > 0. The Lean proof obtains the limit from this same enclosure, with `squeeze_zero`.

For core-level spectra, this means that within this model of non-interacting electrons with a constant phase shift, the sudden transition into the relaxed Fermi sea loses all its weight as N grows, since that weight is D_N². The theorem bounds D_N from above and leaves open whether it falls faster still.

The name `orthogonality_catastrophe` refers here to this one matrix. The block of N levels is cut from the ladder at its bottom as well as at its top, and the phase shift is the same at both ends, so a² should not be read as the exponent of the overlap for a metal with a single Fermi edge. Electron interactions, energy-dependent phase shifts and the shape of the absorption edge are not part of the model.

```lean
/-- For `0 < a < 1` the overlap determinant of `N ≥ 1` levels is positive, is at most `N^(-a²)`, and
tends to zero as the number of levels grows. -/
theorem orthogonality_catastrophe {a : ℝ} (h0 : 0 < a) (h1 : a < 1) :
    (∀ N : ℕ, 1 ≤ N → 0 < (overlap a N).det ∧ (overlap a N).det ≤ (N : ℝ) ^ (-a ^ 2)) ∧
    Tendsto (fun N : ℕ => (overlap a N).det) atTop (𝓝 0) := by
  have hpos : ∀ N : ℕ, 0 < (overlap a N).det := fun N => by
    induction N with
    | zero => simp
    | succ N ih =>
      rw [det_succ h0 h1]
      exact mul_pos ih (div_pos (diagOverlap_pos h0 h1) (levelProduct_pos h0 h1 N))
  refine ⟨fun N hN => ⟨hpos N, ?_⟩, ?_⟩
  · have hn : (0 : ℝ) < N := by exact_mod_cast hN
    exact (det_le h0 h1 N).trans
      (Real.rpow_le_rpow_of_nonpos hn (by linarith) (by linarith [sq_nonneg a]))
  · have hz : Tendsto (fun N : ℕ => ((N : ℝ) + 1) ^ (-a ^ 2)) atTop (𝓝 0) :=
      (tendsto_rpow_neg_atTop (show 0 < a ^ 2 by positivity)).comp
        (tendsto_atTop_add_const_right _ 1 tendsto_natCast_atTop_atTop)
    exact squeeze_zero (fun N => (hpos N).le) (det_le h0 h1) hz

end

end EdgeSingularityOverlap
```

```lean
#print axioms EdgeSingularityOverlap.det_eq
#print axioms EdgeSingularityOverlap.orthogonality_catastrophe
```

```
'EdgeSingularityOverlap.det_eq' depends on axioms: [propext, Classical.choice, Quot.sound]
'EdgeSingularityOverlap.orthogonality_catastrophe' depends on axioms: [propext, Classical.choice, Quot.sound]
```
